# At nonreal energy, the self-energy of a truncated chain lead converges geometrically in its length

If an endless lead is replaced by a finite one, waves reflect from the cut and return to the device. Without an error estimate, it is unclear how many lead sites make that reflection negligible, and at energies close to the band the number can be surprisingly large.

## A chain attached to site 0

Take a uniform chain with hopping $t>0$ and on-site energy zero. At complex energy $z$, its amplitudes obey
$$z\psi_j=t(\psi_{j-1}+\psi_{j+1}).$$
Site 0 belongs to the device, sites $1,\dots,N$ form the lead, and the cut sets $\psi_{N+1}=0$. The lead's self-energy $s_N$ is defined by $t\psi_1=s_N\psi_0$.

To find it, suppose that the $n$ sites beyond site 1 give $t\psi_2=s_n\psi_1$. The equation at site 1 becomes $(z-s_n)\psi_1=t\psi_0$, hence
$$s_0=0,\qquad s_{n+1}=\frac{t^2}{z-s_n}.$$

In an endless lead, a decaying wave $\psi_j=q^j\psi_0$ with $|q|<1$ requires $zq=t(1+q^2)$ and gives the self-energy $tq$. The two roots of this equation multiply to 1. If they lie on the unit circle, $z=2t\,\mathrm{Re}\,q$ is real, so every nonreal $z$ has a root inside the disc.

## What is proved about the cut lead

In the code, `selfEnergy t z N` is $s_N$, and `IsDecayFactor t z q` says that $|q|<1$ and $zq=t(1+q^2)$. Given $t>0$ and such a $q$, the theorems state that for every $N\ge0$ no denominator $z-s_N$ vanishes, and
$$s_N-tq=-\frac{t\,q^{2N+1}(1-q^2)}{1-q^{2N+2}}.$$
They also bound the modulus of this error by a constant times $|q|^{2N}$ and show that the ratio of the modulus to $|q|^{2N}$ tends to $t|q||1-q^2|>0$.

`lead_elimination` connects the recursion to amplitudes `ψ : ℕ → ℂ`; its condition `j < N` imposes the chain equation on sites $1,\dots,N$. The endless lead enters only through the number $tq$, whose physical meaning comes from the decaying wave above. The model has one orbital per site, with no disorder or interactions.

Defining $q$ by $|q|<1$ and $z=t(q+1/q)$ alone would be a mistake in Lean: since `1 / 0 = 0`, it would admit $q=0$ at $z=0$, where the first denominator vanishes. The product form excludes this case.

## From the recursion to the exact error

Write $D_n=1-q^{2n+2}$, which is nonzero because $|q|<1$. The claim is $s_n=tq(1-q^{2n})/D_n$. It holds at $n=0$. If it holds at $n$, then
$$z-s_n=\frac{t\left[(1+q^2)(1-q^{2n+2})-q^2(1-q^{2n})\right]}{qD_n}=\frac{tD_{n+1}}{qD_n}\ne0,$$
so $s_{n+1}=tqD_n/D_{n+1}$, which is the claim at $n+1$. Subtracting $tq$,
$$s_N-tq=\frac{tq\left[(1-q^{2N})-(1-q^{2N+2})\right]}{D_N}=-\frac{tq^{2N+1}(1-q^2)}{D_N}.$$

For the bound, use $|1-q^2|\le1+|q|^2$ and $|D_N|\ge1-|q|^2$:
$$|s_N-tq|\le t|q|\frac{1+|q|^2}{1-|q|^2}\,|q|^{2N}.$$
Since $D_N\to1$, dividing the modulus of the exact error by $|q|^{2N}$ gives the stated limit.

## Lead length at the band centre

In a Green's function calculation for a non-interacting device with this lead, $s_N$ is added to the Hamiltonian's diagonal entry for site 0. At the band centre with broadening $\eta>0$, $z=i\eta$ and $q=-ie^{-\kappa}$, where $\eta=2t\sinh\kappa$. For $\eta=0.01t$, the modulus of the error is close to $2t\,e^{-0.01N}$ once $N$ is large, so an error of $10^{-6}t$ takes about 1450 sites. This error is measured against the endless lead at the same $\eta$. The broadening itself moves the endless lead's self-energy by about $0.005t$ from its limit $-it$ as $\eta\to0^+$, and a longer lead does not remove that shift.

## The Lean file

```lean
import Mathlib

open Filter Topology

namespace TruncatedLead

noncomputable section

/-- The self-energy of a lead with hopping `t`, built up site by site at complex energy `z`:
`s 0 = 0` and `s (n+1) = t² / (z - s n)`, meaningful as long as no `z - s n` vanishes. -/
def selfEnergy (t : ℝ) (z : ℂ) : ℕ → ℂ
  | 0 => 0
  | n + 1 => (t : ℂ) ^ 2 / (z - selfEnergy t z n)

/-- `q` is the factor by which a decaying wave `q ^ j` shrinks from site to site in a chain
with hopping `t` at energy `z`. -/
def IsDecayFactor (t : ℝ) (z q : ℂ) : Prop :=
  ‖q‖ < 1 ∧ z * q = t * (1 + q ^ 2)

/-- For `t > 0`, a decay factor is a nonzero `q` inside the unit disc with
`z = t (q + 1/q)`. -/
theorem isDecayFactor_iff {t : ℝ} (ht : 0 < t) (z q : ℂ) :
    IsDecayFactor t z q ↔ q ≠ 0 ∧ ‖q‖ < 1 ∧ z = t * (q + 1 / q) := by
  have htC : (t : ℂ) ≠ 0 := Complex.ofReal_ne_zero.mpr ht.ne'
  constructor
  · rintro ⟨hq, hz⟩
    have hq0 : q ≠ 0 := by
      intro h
      rw [h] at hz
      exact htC (by linear_combination -hz)
    have hi : q * (1 / q) = 1 := mul_one_div_cancel hq0
    exact ⟨hq0, hq, by linear_combination (1 / q) * hz + (-z + t * q) * hi⟩
  · rintro ⟨hq0, hq, hz⟩
    have hi : q * (1 / q) = 1 := mul_one_div_cancel hq0
    exact ⟨hq, by linear_combination q * hz + t * hi⟩

/-- For `t > 0`, every energy with a nonzero imaginary part has a decay factor. -/
theorem exists_decayFactor {t : ℝ} (ht : 0 < t) {z : ℂ} (hzi : z.im ≠ 0) :
    ∃ q, IsDecayFactor t z q := by
  have htC : (t : ℂ) ≠ 0 := Complex.ofReal_ne_zero.mpr ht.ne'
  -- solve the quadratic equation for `q`
  obtain ⟨r, hr⟩ := IsAlgClosed.exists_pow_nat_eq (z ^ 2 - 4 * (t : ℂ) ^ 2) two_pos
  obtain ⟨q, hqt⟩ : ∃ q : ℂ, 2 * t * q = z + r := ⟨(z + r) / (2 * t), by field_simp⟩
  have hz : z * q = t * (1 + q ^ 2) := by
    have h4 : (4 : ℂ) * t ≠ 0 := mul_ne_zero (by norm_num) htC
    apply mul_left_cancel₀ h4
    linear_combination (2 * z - 2 * t * q - (z + r)) * hqt - hr
  have hq0 : q ≠ 0 := by
    intro h
    rw [h] at hz
    exact htC (by linear_combination -hz)
  have hi : q * q⁻¹ = 1 := mul_inv_cancel₀ hq0
  rcases lt_trichotomy ‖q‖ 1 with h | h | h
  · exact ⟨q, h, hz⟩
  · -- on the unit circle the energy would be real
    have hz' : z = t * (q + q⁻¹) := by
      linear_combination q⁻¹ * hz + (-z + t * q) * hi
    refine absurd ?_ hzi
    rw [hz', Complex.im_ofReal_mul, Complex.add_im, Complex.inv_im,
      Complex.normSq_eq_norm_sq, h]
    ring
  · -- outside the disc, the other root `1/q` decays
    refine ⟨q⁻¹, ?_, ?_⟩
    · rw [norm_inv]
      exact inv_lt_one_of_one_lt₀ h
    · linear_combination q⁻¹ ^ 2 * hz + (-z * q⁻¹ + t * (q * q⁻¹ + 1)) * hi

/-- A positive power of a number inside the unit disc is never one. -/
theorem one_sub_pow_ne_zero {q : ℂ} (hq : ‖q‖ < 1) {m : ℕ} (hm : m ≠ 0) :
    1 - q ^ m ≠ 0 := by
  intro h
  have h1 : q ^ m = 1 := (sub_eq_zero.mp h).symm
  have h2 : ‖q‖ ^ m = 1 := by rw [← norm_pow, h1, norm_one]
  exact absurd h2 (pow_lt_one₀ (norm_nonneg q) hq hm).ne

/-- For `t > 0` and a decay factor `q`, no denominator `z - s N` of the recursion vanishes, and
`s N = t q (1 - q^(2N)) / (1 - q^(2N+2))`. -/
theorem selfEnergy_closed_form {t : ℝ} (ht : 0 < t) {z q : ℂ} (h : IsDecayFactor t z q)
    (N : ℕ) : z - selfEnergy t z N ≠ 0 ∧
      selfEnergy t z N = t * q * (1 - q ^ (2 * N)) / (1 - q ^ (2 * N + 2)) := by
  have htC : (t : ℂ) ≠ 0 := Complex.ofReal_ne_zero.mpr ht.ne'
  obtain ⟨hq, hz⟩ := h
  have hD (n : ℕ) : 1 - q ^ (2 * n + 2) ≠ 0 := one_sub_pow_ne_zero hq (by omega)
  -- the closed form at `n` determines the next denominator
  have key (n : ℕ)
      (hs : selfEnergy t z n = t * q * (1 - q ^ (2 * n)) / (1 - q ^ (2 * n + 2))) :
      (z - selfEnergy t z n) * (q * (1 - q ^ (2 * n + 2)))
        = t * (1 - q ^ (2 * (n + 1) + 2)) := by
    rw [eq_div_iff (hD n)] at hs
    linear_combination (1 - q ^ (2 * n + 2)) * hz - q * hs
  have hne (n : ℕ)
      (hs : selfEnergy t z n = t * q * (1 - q ^ (2 * n)) / (1 - q ^ (2 * n + 2))) :
      z - selfEnergy t z n ≠ 0 := by
    intro h0
    have hk := key n hs
    rw [h0, zero_mul] at hk
    exact mul_ne_zero htC (hD (n + 1)) hk.symm
  have hs : selfEnergy t z N = t * q * (1 - q ^ (2 * N)) / (1 - q ^ (2 * N + 2)) := by
    induction N with
    | zero => simp [selfEnergy]
    | succ n ih =>
      rw [selfEnergy, div_eq_div_iff (hne n ih) (hD (n + 1))]
      linear_combination -(t : ℂ) * key n ih
  exact ⟨hne N hs, hs⟩

/-- Let `t > 0` and let `z` have a decay factor. If amplitudes `ψ` obey the chain equation on
the lead sites `1, …, N` and vanish at site `N + 1`, the lead acts on site `0` through
`t ψ₁ = s N ψ₀`. -/
theorem lead_elimination {t : ℝ} (ht : 0 < t) {z q : ℂ} (h : IsDecayFactor t z q)
    (N : ℕ) (ψ : ℕ → ℂ) (hψ : ∀ j < N, z * ψ (j + 1) = t * (ψ j + ψ (j + 2)))
    (hend : ψ (N + 1) = 0) : t * ψ 1 = selfEnergy t z N * ψ 0 := by
  induction N generalizing ψ with
  | zero =>
    have h1 : ψ 1 = 0 := hend
    rw [h1, selfEnergy, mul_zero, zero_mul]
  | succ n ih =>
    -- the lead beyond site `1` is a lead with one site less
    have h1 : t * ψ 2 = selfEnergy t z n * ψ 1 :=
      ih (fun j => ψ (j + 1)) (fun j hj => hψ (j + 1) (by omega)) hend
    have h0 : z * ψ 1 = t * (ψ 0 + ψ 2) := hψ 0 (by omega)
    rw [selfEnergy, div_mul_eq_mul_div, eq_div_iff (selfEnergy_closed_form ht h n).1]
    linear_combination (t : ℂ) * h0 + (t : ℂ) * h1

/-- For `t > 0` and a decay factor `q`, the self-energy of a lead cut after `N` sites differs
from `t q` by exactly `-t q^(2N+1) (1 - q²) / (1 - q^(2N+2))`. -/
theorem truncation_error {t : ℝ} (ht : 0 < t) {z q : ℂ} (h : IsDecayFactor t z q) (N : ℕ) :
    selfEnergy t z N - t * q
      = -(t : ℂ) * q ^ (2 * N + 1) * (1 - q ^ 2) / (1 - q ^ (2 * N + 2)) := by
  have hD : 1 - q ^ (2 * N + 2) ≠ 0 := one_sub_pow_ne_zero h.1 (by omega)
  rw [(selfEnergy_closed_form ht h N).2, eq_div_iff hD, sub_mul, div_mul_cancel₀ _ hD]
  ring

/-- For `t > 0` and a decay factor `q`, the truncation error is at most
`t |q| (1 + |q|²) / (1 - |q|²)` times `|q|^(2N)`, for every lead length `N`. -/
theorem truncation_error_le {t : ℝ} (ht : 0 < t) {z q : ℂ} (h : IsDecayFactor t z q)
    (N : ℕ) : ‖selfEnergy t z N - t * q‖
      ≤ t * ‖q‖ * (1 + ‖q‖ ^ 2) / (1 - ‖q‖ ^ 2) * ‖q‖ ^ (2 * N) := by
  have hpos : 0 < 1 - ‖q‖ ^ 2 :=
    sub_pos.mpr (pow_lt_one₀ (norm_nonneg q) h.1 two_ne_zero)
  have hden : 1 - ‖q‖ ^ 2 ≤ ‖1 - q ^ (2 * N + 2)‖ := by
    have h1 : ‖q‖ ^ (2 * N + 2) ≤ ‖q‖ ^ 2 :=
      pow_le_pow_of_le_one (norm_nonneg q) h.1.le (by omega)
    have h2 := norm_sub_norm_le (1 : ℂ) (q ^ (2 * N + 2))
    rw [norm_one, norm_pow] at h2
    linarith
  have hnum : ‖1 - q ^ 2‖ ≤ 1 + ‖q‖ ^ 2 := by
    have h1 := norm_sub_le (1 : ℂ) (q ^ 2)
    rwa [norm_one, norm_pow] at h1
  rw [truncation_error ht h, norm_div, norm_mul, norm_mul, norm_neg, norm_pow,
    Complex.norm_real, Real.norm_of_nonneg ht.le]
  calc t * ‖q‖ ^ (2 * N + 1) * ‖1 - q ^ 2‖ / ‖1 - q ^ (2 * N + 2)‖
      ≤ t * ‖q‖ ^ (2 * N + 1) * (1 + ‖q‖ ^ 2) / (1 - ‖q‖ ^ 2) :=
        div_le_div₀ (by positivity) (mul_le_mul_of_nonneg_left hnum (by positivity)) hpos hden
    _ = _ := by ring

/-- For `t > 0` and a decay factor `q`, the truncation error divided by `|q|^(2N)` tends to the
strictly positive number `t |q| |1 - q²|` as the lead grows. -/
theorem truncation_error_rate {t : ℝ} (ht : 0 < t) {z q : ℂ} (h : IsDecayFactor t z q) :
    0 < t * ‖q‖ * ‖1 - q ^ 2‖ ∧
    Tendsto (fun N : ℕ => ‖selfEnergy t z N - t * q‖ / ‖q‖ ^ (2 * N)) atTop
      (𝓝 (t * ‖q‖ * ‖1 - q ^ 2‖)) := by
  have hq : 0 < ‖q‖ := norm_pos_iff.mpr ((isDecayFactor_iff ht z q).mp h).1
  refine ⟨mul_pos (mul_pos ht hq)
    (norm_pos_iff.mpr (one_sub_pow_ne_zero h.1 two_ne_zero)), ?_⟩
  have hidx : Tendsto (fun N : ℕ => 2 * N + 2) atTop atTop :=
    tendsto_atTop_mono (fun n => (by omega : n ≤ 2 * n + 2)) tendsto_id
  have hpow : Tendsto (fun N : ℕ => q ^ (2 * N + 2)) atTop (𝓝 0) :=
    (tendsto_pow_atTop_nhds_zero_of_norm_lt_one h.1).comp hidx
  -- the denominator of the exact error tends to one
  have hden : Tendsto (fun N : ℕ => ‖1 - q ^ (2 * N + 2)‖) atTop (𝓝 1) := by
    have h1 : Tendsto (fun N : ℕ => ‖1 - q ^ (2 * N + 2)‖) atTop (𝓝 ‖(1 : ℂ) - 0‖) :=
      (tendsto_const_nhds.sub hpow).norm
    rwa [sub_zero, norm_one] at h1
  have hlim : Tendsto (fun N : ℕ => t * ‖q‖ * ‖1 - q ^ 2‖ / ‖1 - q ^ (2 * N + 2)‖) atTop
      (𝓝 (t * ‖q‖ * ‖1 - q ^ 2‖ / 1)) := tendsto_const_nhds.div hden one_ne_zero
  rw [div_one] at hlim
  refine hlim.congr fun N => ?_
  rw [truncation_error ht h, norm_div, norm_mul, norm_mul, norm_neg, norm_pow,
    Complex.norm_real, Real.norm_of_nonneg ht.le, eq_div_iff (pow_pos hq _).ne']
  ring

end

end TruncatedLead
```

```lean
#print axioms TruncatedLead.exists_decayFactor
#print axioms TruncatedLead.lead_elimination
#print axioms TruncatedLead.truncation_error_le
#print axioms TruncatedLead.truncation_error_rate
```

```
'TruncatedLead.exists_decayFactor' depends on axioms: [propext, Classical.choice, Quot.sound]
'TruncatedLead.lead_elimination' depends on axioms: [propext, Classical.choice, Quot.sound]
'TruncatedLead.truncation_error_le' depends on axioms: [propext, Classical.choice, Quot.sound]
'TruncatedLead.truncation_error_rate' depends on axioms: [propext, Classical.choice, Quot.sound]
```

## How the lemmas fit together

`isDecayFactor_iff` recovers $z=t(q+1/q)$ with $q\ne0$. `exists_decayFactor` solves the quadratic with a complex square root, then separates $|q|<1$, $|q|=1$ and $|q|>1$; the last case uses $1/q$.

`one_sub_pow_ne_zero` supplies $D_n\ne0$. In `selfEnergy_closed_form`, `key` is the formula for $z-s_n$ with denominators cleared, `hne` concludes that it is nonzero, and the induction uses both. The algebra is checked by `linear_combination`.

`lead_elimination` uses induction with `generalizing ψ`, because the shorter lead has shifted amplitudes. `truncation_error` subtracts $tq$ from the closed form. `truncation_error_le` applies the two norm estimates, and `truncation_error_rate` takes the limit using $q^{2N+2}\to0$.
